# Scattering with $TS^\dagger = ST$ and antiunitary $T$: microreversibility, and no backscattering into the Kramers partner when $T^2=-1$

## One spin doublet

On $\mathbb C^2$ let time reversal be $T(a,b)=(-b^*,a^*)$, so $T^2=-1$, and let $S=\begin{pmatrix}p&q\\ r&s\end{pmatrix}$. The amplitude from $x=(a,b)$ into its partner $Tx$ is
$$\langle Tx,Sx\rangle = r a^2+(s-p)\,ab-q b^2 .$$
Comparing components in $TS^\dagger=ST$ gives $q=r=0$ and $p=s$, exactly the condition for this polynomial to vanish. This computation and the counter-examples below are worked in prose only and are not among the theorems.

## Antiunitarity of $T$

`E` is any complex inner product space, not necessarily complete or finite-dimensional. The product `⟪x, y⟫_ℂ` is conjugate-linear in `x`, so $\langle y,Sx\rangle$ is the amplitude $x\to y$.

```lean
import Mathlib

open scoped InnerProductSpace
open ComplexConjugate Matrix

namespace ScatteringReciprocity

noncomputable section

variable {E : Type*} [NormedAddCommGroup E] [InnerProductSpace ℂ E]
```

`E →ₗ⋆[ℂ] E` makes $T$ conjugate-linear. The field `inner_map`, $\langle Tx,Ty\rangle=\langle y,x\rangle$, says that reversal conjugates overlaps and preserves transition probabilities; `surj` says that every state is the reverse of some state.

```lean
/-- A conjugate-linear map `T` is antiunitary if `⟪Tx, Ty⟫ = ⟪y, x⟫` and `T` is onto. -/
structure IsAntiunitary (T : E →ₗ⋆[ℂ] E) : Prop where
  inner_map : ∀ x y, ⟪T x, T y⟫_ℂ = ⟪y, x⟫_ℂ
  surj : Function.Surjective T
```

## The adjoint as given data

$S$ is linear and defined everywhere; unitarity is not required. If `E` is incomplete or $S$ is unbounded an adjoint need not exist, so $S^\dagger$ is a second operator `Sd` with $\langle S^\dagger x,y\rangle=\langle x,Sy\rangle$.

```lean
/-- `Sd` is the adjoint of `S`: `⟪Sd x, y⟫ = ⟪x, S y⟫` for all states. -/
def IsAdjointOf (Sd S : Module.End ℂ E) : Prop :=
  ∀ x y, ⟪Sd x, y⟫_ℂ = ⟪x, S y⟫_ℂ
```

## The condition $TS^\dagger=ST$

This is the form $S$ takes when the dynamics is time-reversal invariant, with no magnetic field or magnetic impurity, since reversal exchanges incoming and outgoing states. It is assumed, not derived from a Hamiltonian.

```lean
/-- The time-reversal condition `T S† = S T` on a scattering operator `S` with adjoint `Sd`. -/
def IsReciprocal (T : E →ₗ⋆[ℂ] E) (S Sd : Module.End ℂ E) : Prop :=
  ∀ x, T (Sd x) = S (T x)
```

For states $e_i$, `reflectionMatrix` collects $R_{ij}=\langle Te_i,Se_j\rangle$.

```lean
/-- The matrix of amplitudes `⟪T e_i, S e_j⟫` from the states `e_j` into the time-reversed
states `T e_i`. -/
def reflectionMatrix {n : Type*} (T : E →ₗ⋆[ℂ] E) (S : Module.End ℂ E) (e : n → E) :
    Matrix n n ℂ :=
  Matrix.of fun i j => ⟪T (e i), S (e j)⟫_ℂ
```

Reciprocity, antiunitarity and the adjoint relation each give one step:
$$\langle Tx,STy\rangle=\langle Tx,TS^\dagger y\rangle=\langle S^\dagger y,x\rangle=\langle y,Sx\rangle .$$
Conversely, if the outer terms always agree, then $\langle Tu,TS^\dagger y\rangle=\langle y,Su\rangle=\langle Tu,STy\rangle$ for all $u$; as $T$ is onto, $Tu$ runs over all vectors and $TS^\dagger y=STy$. `microreversibility` states this equivalence. The first `rw` is the chain above; `ext_inner_left` reduces the vector equation to inner products with an arbitrary `v`, which `hT.surj` writes as `T u`, its only use in the general theorems.

```lean
variable {T : E →ₗ⋆[ℂ] E} {S Sd : Module.End ℂ E}

/-- Microreversibility: `T S† = S T` holds exactly when the amplitude `x → y` equals the
amplitude `Ty → Tx` for all states `x`, `y`. -/
theorem microreversibility (hT : IsAntiunitary T) (hS : IsAdjointOf Sd S) :
    IsReciprocal T S Sd ↔ ∀ x y, ⟪T x, S (T y)⟫_ℂ = ⟪y, S x⟫_ℂ := by
  constructor
  · intro h x y
    rw [← h y, hT.inner_map, hS]
  · intro h y
    -- test against an arbitrary vector, which has the form `T u`
    apply ext_inner_left ℂ
    intro v
    obtain ⟨u, rfl⟩ := hT.surj v
    rw [h, hT.inner_map, hS]
```

Without reciprocity, the spin flip $q=r=1$, $p=s=0$ sends $(1,0)$ into its partner $(0,1)$ with amplitude $1$.

## The sign of $T^2$

$T^2=+1$ describes integer and $T^2=-1$ half-integer total spin. If $T^2=\varepsilon$, where Lean lets `ε` be any complex number although on a nonzero space only $\varepsilon=\pm1$ can occur ($T$ preserves norms, so $|\varepsilon|=1$, and $T^3x=\varepsilon^*Tx=\varepsilon Tx$ makes $\varepsilon$ real), putting $Ty$ for $y$ gives
$$\langle Ty,Sx\rangle=\langle Tx,S\,\varepsilon y\rangle=\varepsilon\langle Tx,Sy\rangle .$$
In Lean `hsq`, `map_smul` and `inner_smul_right` pull $\varepsilon$ out.

```lean
/-- If `T² = ε` and `T S† = S T`, exchanging the two states multiplies the amplitude into the
time-reversed state by `ε`: `⟪Ty, Sx⟫ = ε ⟪Tx, Sy⟫`. -/
theorem amplitude_exchange (hT : IsAntiunitary T) (hS : IsAdjointOf Sd S)
    (hR : IsReciprocal T S Sd) {ε : ℂ} (hsq : ∀ x, T (T x) = ε • x) (x y : E) :
    ⟪T y, S x⟫_ℂ = ε * ⟪T x, S y⟫_ℂ := by
  -- microreversibility with `T y` in place of `y`
  have h := (microreversibility hT hS).1 hR x (T y)
  rw [hsq, map_smul, inner_smul_right] at h
  exact h.symm
```

For $\varepsilon=-1$ and $y=x$, the amplitude $\alpha=\langle Tx,Sx\rangle$ obeys $\alpha=-\alpha$, so $\alpha=0$.

```lean
/-- If `T² = -1` and `T S† = S T`, the amplitude for scattering from `x` into its Kramers
partner `Tx` vanishes. -/
theorem no_backscattering (hT : IsAntiunitary T) (hS : IsAdjointOf Sd S)
    (hR : IsReciprocal T S Sd) (hsq : ∀ x, T (T x) = -x) (x : E) :
    ⟪T x, S x⟫_ℂ = 0 := by
  have hsq' : ∀ x, T (T x) = (-1 : ℂ) • x := fun x => by rw [hsq, neg_one_smul]
  -- the amplitude equals its own negative
  have h := amplitude_exchange hT hS hR hsq' x x
  linear_combination (1 / 2 : ℂ) * h
```

The last line shows the tactic that closes every sign argument here. For a goal $l=r$ and a hypothesis `h` of the form $l'=r'$, `linear_combination c * h` checks $l-r-c\,(l'-r')=0$ as a ring identity, treating inner products as opaque symbols. Here it reads $\alpha-\tfrac12(\alpha+\alpha)=0$.

With $T^2=+1$ the conclusion fails: on $\mathbb C$, with $T$ complex conjugation and $S=1$, reciprocity holds and $\langle T1,S1\rangle=1$.

For $T^2=-1$ the converse holds too. Let $B(x,y)=\langle Tx,Sy\rangle$, additive in each argument, vanish on the diagonal. Then
$$0=B(x+y,x+y)-B(x,x)-B(y,y)=B(x,y)+B(y,x),$$
which is `anti`. At $(x,Ty)$ this reads $\langle Tx,STy\rangle+\langle -y,Sx\rangle=0$, which is microreversibility, hence reciprocity.

```lean
/-- For `T² = -1`, the condition `T S† = S T` is equivalent to the vanishing of `⟪Tx, Sx⟫`
for every state `x`. -/
theorem reciprocal_iff_no_backscattering (hT : IsAntiunitary T) (hS : IsAdjointOf Sd S)
    (hsq : ∀ x, T (T x) = -x) :
    IsReciprocal T S Sd ↔ ∀ x, ⟪T x, S x⟫_ℂ = 0 := by
  refine ⟨fun hR => no_backscattering hT hS hR hsq, fun h => ?_⟩
  -- polarisation: a form with vanishing diagonal is antisymmetric
  have anti : ∀ x y, ⟪T x, S y⟫_ℂ + ⟪T y, S x⟫_ℂ = 0 := by
    intro x y
    have hxy := h (x + y)
    simp only [map_add, inner_add_left, inner_add_right] at hxy
    linear_combination hxy - h x - h y
  refine (microreversibility hT hS).2 fun x y => ?_
  have h2 := anti x (T y)
  rw [hsq, inner_neg_left] at h2
  linear_combination h2
```

## An odd number of states

With $\varepsilon=-1$, $R^{\mathsf T}=-R$ (`hA`), so for $N$ states $\det R=\det R^{\mathsf T}=(-1)^N\det R$, and odd $N$ forces $\det R=0$. The $e_i$ need not be orthogonal; $N=1$ restates `no_backscattering`. Oddness `hn` enters through `hn.neg_one_pow`. For $N=2$, $S=1$ and $e_0=(1,0)$, $e_1=(0,1)$ on the doublet, $R_{01}=1$, $R_{10}=-1$ and $\det R=1$. For elastic scattering of non-interacting electrons in a helical edge by a time-reversal-invariant (non-magnetic) scatterer, so that $TS^\dagger=ST$ holds, with the $e_i$ as incoming channels and the $Te_i$ as their reversed partners, the reflection matrix is therefore singular when the channel number is odd.

```lean
/-- If `T² = -1` and `T S† = S T`, the matrix of amplitudes `⟪T e_i, S e_j⟫` for an odd number
of states has determinant zero. -/
theorem det_reflectionMatrix_odd {n : Type*} [Fintype n] [DecidableEq n]
    (hT : IsAntiunitary T) (hS : IsAdjointOf Sd S) (hR : IsReciprocal T S Sd)
    (hsq : ∀ x, T (T x) = -x) (e : n → E) (hn : Odd (Fintype.card n)) :
    (reflectionMatrix T S e).det = 0 := by
  have hsq' : ∀ x, T (T x) = (-1 : ℂ) • x := fun x => by rw [hsq, neg_one_smul]
  -- the matrix is antisymmetric
  have hA : (reflectionMatrix T S e)ᵀ = -reflectionMatrix T S e := by
    ext i j
    have h := amplitude_exchange hT hS hR hsq' (e i) (e j)
    simp only [reflectionMatrix, Matrix.transpose_apply, Matrix.neg_apply, Matrix.of_apply]
    linear_combination h
  have h := Matrix.det_transpose (reflectionMatrix T S e)
  rw [hA, Matrix.det_neg, hn.neg_one_pow] at h
  linear_combination (-1 / 2 : ℂ) * h
```

## Reversed and palindromic sequences

Here a sequence means operators applied one after another in time; scatterers placed in series in space do not compose by this product, because of multiple reflections between them, and are not modelled. `L.prod` is the operator product, so the last list entry acts first, and `hL` gives each factor a reciprocal adjoint. The empty list is `inner_map`. For a list with head $A$, tail product $P$ and reversed tail product $\tilde P$,
$$\langle Tx,\tilde PA\,Ty\rangle=\langle Tx,\tilde P\,TA^\dagger y\rangle=\langle A^\dagger y,Px\rangle=\langle y,APx\rangle .$$
The middle step applies the induction hypothesis at $A^\dagger y$, hence `generalizing y`.

```lean
/-- For a sequence of operators, composed as an operator product, each obeying `T S† = S T`, the
amplitude `x → y` through the sequence equals the amplitude `Ty → Tx` through the sequence in
reversed order. -/
theorem microreversibility_sequence (hT : IsAntiunitary T) (L : List (Module.End ℂ E))
    (hL : ∀ A ∈ L, ∃ Ad, IsAdjointOf Ad A ∧ IsReciprocal T A Ad) (x y : E) :
    ⟪T x, L.reverse.prod (T y)⟫_ℂ = ⟪y, L.prod x⟫_ℂ := by
  induction L generalizing y with
  | nil => exact hT.inner_map x y
  | cons A L ih =>
    obtain ⟨Ad, hA, hR⟩ := hL A (by simp)
    have ih' := ih (fun B hB => hL B (List.mem_cons_of_mem A hB)) (Ad y)
    simp only [List.reverse_cons, List.prod_append, List.prod_cons, List.prod_nil, mul_one,
      Module.End.mul_apply]
    -- move `A` through `T`, then back across the inner product
    rw [← hR y, ih', hA]
```

If `hpal` holds, the reversed product equals the full product $Q$, and $y=Tx$ gives $-\langle Tx,Qx\rangle=\langle Tx,Qx\rangle$. The empty list yields $\langle Tx,x\rangle=0$.

```lean
/-- If `T² = -1`, the operator product of a palindromic list of operators each obeying `T S† = S T`
has zero amplitude from `x` into `Tx`. -/
theorem no_backscattering_palindrome (hT : IsAntiunitary T) (hsq : ∀ x, T (T x) = -x)
    (L : List (Module.End ℂ E))
    (hL : ∀ A ∈ L, ∃ Ad, IsAdjointOf Ad A ∧ IsReciprocal T A Ad)
    (hpal : L.reverse = L) (x : E) :
    ⟪T x, L.prod x⟫_ℂ = 0 := by
  have h := microreversibility_sequence hT L hL x (T x)
  rw [hpal, hsq, map_neg, inner_neg_right] at h
  linear_combination (-1 / 2 : ℂ) * h
```

## Two doublets

One doublet admits only multiples of the identity, so the example lives on $\mathbb C^4$, with $(a,b,c,d)$ the components `x 0` to `x 3`.

```lean
/-- Spin-1/2 time reversal on two doublets: `(a, b, c, d) ↦ (-b*, a*, -d*, c*)`. -/
def spinReversal : EuclideanSpace ℂ (Fin 4) →ₗ⋆[ℂ] EuclideanSpace ℂ (Fin 4) where
  toFun x := !₂[-conj (x 1), conj (x 0), -conj (x 3), conj (x 2)]
  map_add' x y := by
    ext i
    fin_cases i <;> simp <;> ring
  map_smul' c x := by
    ext i
    fin_cases i <;> simp
```

`exchange t` swaps the doublets with amplitude $t$ and leaves the spin alone.

```lean
/-- Exchange of the two doublets with amplitude `t`: `(a, b, c, d) ↦ t (c, d, a, b)`. -/
def exchange (t : ℂ) : Module.End ℂ (EuclideanSpace ℂ (Fin 4)) where
  toFun x := !₂[t * x 2, t * x 3, t * x 0, t * x 1]
  map_add' x y := by
    ext i
    fin_cases i <;> simp <;> ring
  map_smul' c x := by
    ext i
    fin_cases i <;> simp <;> ring
```

`reciprocity_witness` verifies componentwise that `spinReversal` is antiunitary with square $-1$ (surjectivity from $y=T(-Ty)$), that $t=i$ is reciprocal with adjoint $t=-i$, and that it sends $(1,0,0,0)$ to $(0,0,i,0)$.

The same space shows the role of `hpal`. The exchange $A$ with $t=1$ and $D=\mathrm{diag}(1,1,-1,-1)$ are both reciprocal, yet for $x=(1,0,0,1)/\sqrt2$ one finds $ADx=(0,-1,1,0)/\sqrt2$, $Tx=(0,1,-1,0)/\sqrt2$ and $\langle Tx,ADx\rangle=-1$.

```lean
/-- `spinReversal` is antiunitary with square `-1`; the exchange with amplitude `i` has as adjoint
the exchange with amplitude `-i`, obeys `T S† = S T`, and sends `(1,0,0,0)` to `(0,0,i,0)`. -/
theorem reciprocity_witness :
    IsAntiunitary spinReversal ∧ (∀ x, spinReversal (spinReversal x) = -x) ∧
      IsAdjointOf (exchange (-Complex.I)) (exchange Complex.I) ∧
      IsReciprocal spinReversal (exchange Complex.I) (exchange (-Complex.I)) ∧
      exchange Complex.I !₂[1, 0, 0, 0] = !₂[0, 0, Complex.I, 0] := by
  have hsq : ∀ x, spinReversal (spinReversal x) = -x := by
    intro x
    ext i
    fin_cases i <;> simp [spinReversal]
  refine ⟨⟨?_, ?_⟩, hsq, ?_, ?_, ?_⟩
  · intro x y
    simp [spinReversal, PiLp.inner_apply, Fin.sum_univ_four]
    ring
  · intro y
    exact ⟨-spinReversal y, by rw [map_neg, hsq, neg_neg]⟩
  · intro x y
    simp [exchange, PiLp.inner_apply, Fin.sum_univ_four]
    ring
  · intro x
    ext i
    fin_cases i <;> simp [spinReversal, exchange]
  · ext i
    fin_cases i <;> simp [exchange]

end

end ScatteringReciprocity
```

```lean
#print axioms ScatteringReciprocity.no_backscattering
#print axioms ScatteringReciprocity.reciprocal_iff_no_backscattering
#print axioms ScatteringReciprocity.det_reflectionMatrix_odd
#print axioms ScatteringReciprocity.no_backscattering_palindrome
```

```
'ScatteringReciprocity.no_backscattering' depends on axioms: [propext, Classical.choice, Quot.sound]
'ScatteringReciprocity.reciprocal_iff_no_backscattering' depends on axioms: [propext, Classical.choice, Quot.sound]
'ScatteringReciprocity.det_reflectionMatrix_odd' depends on axioms: [propext, Classical.choice, Quot.sound]
'ScatteringReciprocity.no_backscattering_palindrome' depends on axioms: [propext, Classical.choice, Quot.sound]
```
